# The energy cost of a uniform density in classical one-dimensional jellium

Place $N$ classical unit charges on a line, in a neutralising background of density one that fills $[0,N]$, and let all charges interact by the one-dimensional Coulomb force, which does not weaken with distance. This is the force between parallel charged sheets, not the $1/r^2$ force between electrons in a thin wire. At lowest energy the $N$ charges form a crystal, with one particle at the centre of each unit cell. For $N\ge 1$ the density of this crystal is a row of spikes, whereas a uniform electron gas is meant to have the same density everywhere. Suppose the positions are random and their average density is required to equal that of the background. How much energy does this requirement cost?

## The energy as a sum of squares

Count the particles from zero, $i=0,\dots,N-1$, and call $[i,i+1]$ cell $i$. In one dimension the Coulomb repulsion of two unit charges is $-|x-y|$, up to the unit of energy and an additive constant, chosen here so that the repulsion vanishes at contact. Adding a constant $C$ to it would shift the total energy by $-CN/2$ and leave energy differences unchanged. For ordered points $0\le x_0\le\dots\le x_{N-1}\le N$ the energy is particle repulsion, plus attraction to the background, plus the self-energy of the background:
$$E=-\sum_{i<j}(x_j-x_i)+\sum_i\int_0^N|x_i-y|\,dy-\frac12\int_0^N\!\!\int_0^N|y-y'|\,dy\,dy'.$$

In the first sum $x_i$ is the larger point in $i$ pairs and the smaller one in $N-1-i$ pairs, so the repulsion is $-\sum_i(2i+1-N)x_i$. Each background integral is $x_i^2-Nx_i+N^2/2$, and the last term is $-N^3/6$. The terms in $Nx_i$ cancel, which leaves
$$E=\sum_i\bigl(x_i^2-(2i+1)x_i\bigr)+\frac{N^3}{3}.$$
Complete the squares and use $\sum_i(i+\tfrac12)^2=N^3/3-N/12$:
$$E=\frac N{12}+\sum_{i=0}^{N-1}\bigl(x_i-i-\tfrac12\bigr)^2.$$

The least value is $N/12$, reached only when every particle sits at the centre of its own cell.

## The cost of a uniform density

Now let the positions, still numbered from left to right, be random variables $X_i$ with any joint distribution such that the expected number of particles in every region equals the length of that region inside $[0,N]$. The claim is that the mean energy is at least $N/6$, with equality exactly when, almost surely, each particle $i$ lies in cell $i$.

Write $s_i(y)=(y-i-\tfrac12)^2$ for the squared distance to the centre of cell $i$, and $c(y)=(\{y\}-\tfrac12)^2$ for the squared distance to the centre of whichever cell contains $y$, where $\{y\}$ is the fractional part. If $y$ lies in cell $i$, the two agree; at the right end $y=i+1$ both are $\tfrac14$. If $y$ lies outside cell $i$, then $s_i(y)>\tfrac14\ge c(y)$. Hence $c\le s_i$, with equality exactly on cell $i$.

The function $c$ does not depend on the label of the particle, so its summed mean is fixed by the density:
$$\sum_i\langle c(X_i)\rangle=\int_0^N c(y)\,dy=N\int_0^1(t-\tfrac12)^2dt=\frac N{12}.$$
Therefore
$$\langle E\rangle=\frac N{12}+\frac N{12}+\sum_i\langle s_i(X_i)-c(X_i)\rangle\ \ge\ \frac N6.$$
The remaining means are those of nonnegative quantities. They all vanish only if $s_i(X_i)=c(X_i)$ almost surely for every $i$, that is, if each particle stays in its cell.

The floating crystal $X_i=i+a$, with one random shift $a$ uniform on $[0,1]$, attains the bound. Particle $i$ sweeps cell $i$ uniformly, and the cells tile the box. The uniform density therefore costs $N/6-N/12=N/12$. With the repulsion taken to vanish at contact, this doubles the least energy.

At uniform density the mean of $E$ is the mean repulsion minus the Hartree energy of the density. This is the indirect energy, which Lieb–Oxford-type bounds in density functional theory estimate from below. Its least value is found here exactly, for a classical, one-dimensional system with a single choice of density.

## Energies and density in Lean

```lean
import Mathlib

open MeasureTheory Set

namespace UniformDensityJellium

noncomputable section

variable {Ω : Type*} [MeasurableSpace Ω] {N : ℕ}
```

The sample space `Ω` carries the randomness, and `N` is the number of particles as well as the length of the box.

```lean
/-- Squared distance of `y` from the centre `k + 1/2` of the unit cell `[k, k+1]`. -/
def siteEnergy (k : ℕ) (y : ℝ) : ℝ := (y - ((k : ℝ) + 1 / 2)) ^ 2
```

This is $s_k(y)$.

```lean
/-- Squared distance of `y` from the centre of the unit cell that contains it. -/
def cellEnergy (y : ℝ) : ℝ := (Int.fract y - 1 / 2) ^ 2
```

This is $c(y)$, with `Int.fract` as the fractional part.

```lean
/-- One-dimensional jellium energy, in harmonic form, of ordered particles `x i` in a background
of density one on `[0, N]`; particles are counted from zero. -/
def jelliumEnergy (x : Fin N → ℝ) : ℝ := N / 12 + ∑ i : Fin N, siteEnergy i (x i)
```

A configuration is a function `x : Fin N → ℝ`, and `Fin N` supplies the labels $0,\dots,N-1$. The Lean development takes the sum of squares as its definition of the energy; the passage from the Coulomb interaction to that form is the calculation given above. The definition does not ask for ordered points, but it is the Coulomb energy only when they are ordered and lie in the box.

```lean
/-- The random points `X i` have summed density one on `[0, N]`: the expected number of
particles in a region is the length of its part inside `[0, N]`. -/
def HasUniformDensity (μ : Measure Ω) (X : Fin N → Ω → ℝ) : Prop :=
  ∀ s : Set ℝ, MeasurableSet s → ∑ i, μ (X i ⁻¹' s) = volume (s ∩ Icc (0 : ℝ) N)
```

The sum on the left adds the probabilities that particle $i$ is in the region `s`, which gives the expected number of particles there. The right side is the length of the part of `s` inside the box. The condition expresses that the averaged charge of the particles cancels the background in every region, as in a homogeneous fluid. It fixes only the summed density: for $N\ge2$ the distributions of the single particles are not determined, though each is confined to the box.

## The crystal without a density constraint

```lean
/-- Without a density constraint the least energy is `N/12`, attained exactly by the crystal
with particle `i` at the centre of cell `i`. -/
theorem crystal_minimum (x : Fin N → ℝ) :
    (N : ℝ) / 12 ≤ jelliumEnergy x ∧
      (jelliumEnergy x = N / 12 ↔ ∀ i, x i = (i : ℝ) + 1 / 2) := by
  unfold jelliumEnergy siteEnergy
  refine ⟨le_add_of_nonneg_right (Finset.sum_nonneg fun i _ => sq_nonneg _), ?_⟩
  rw [add_eq_left, Finset.sum_eq_zero_iff_of_nonneg fun i _ => sq_nonneg _]
  simp only [Finset.mem_univ, true_imp_iff, sq_eq_zero_iff, sub_eq_zero]
```

The theorem contains both the lower bound $N/12$ and the uniqueness of the minimiser, among all real configurations. A sum of squares is nonnegative, and it vanishes only if each square does.

## Comparing the two squared distances

```lean
/-- The cell energy is a measurable function of position and never exceeds `1/4`. -/
theorem cellEnergy_bounded : Measurable cellEnergy ∧ ∀ y, ‖cellEnergy y‖ ≤ 1 / 4 := by
  refine ⟨(measurable_fract.sub_const _).pow_const 2, fun y => ?_⟩
  rw [Real.norm_eq_abs, cellEnergy, abs_of_nonneg (sq_nonneg _)]
  nlinarith [Int.fract_nonneg y, Int.fract_lt_one y]
```

Measurability and the bound $\tfrac14$ are what the later integrals need. The bound follows from $0\le\{y\}<1$.

```lean
/-- The site energy is at least the cell energy, with equality exactly when the particle lies
in the closed cell `k`. -/
theorem cellEnergy_le (k : ℕ) (y : ℝ) : cellEnergy y ≤ siteEnergy k y ∧
    (cellEnergy y = siteEnergy k y ↔ y ∈ Icc (k : ℝ) (k + 1)) := by
  unfold siteEnergy
  by_cases hy : y ∈ Icc (k : ℝ) (k + 1)
  · have h : cellEnergy y = (y - ((k : ℝ) + 1 / 2)) ^ 2 := by
      unfold cellEnergy
      rcases hy.2.eq_or_lt with h | h
      · rw [Int.fract_eq_iff.2 ⟨le_rfl, one_pos, (k : ℤ) + 1, by push_cast; linarith⟩, h]
        ring
      · rw [Int.fract_eq_iff.2 ⟨sub_nonneg.2 hy.1, by linarith, (k : ℤ), by push_cast; ring⟩]
        ring
    exact ⟨h.le, iff_of_true h hy⟩
  · have h4 := (le_abs_self _).trans (cellEnergy_bounded.2 y)
    have hlt : cellEnergy y < (y - ((k : ℝ) + 1 / 2)) ^ 2 := by
      rcases lt_or_ge y k with h | h
      · nlinarith [mul_pos (sub_pos.2 h) (by linarith : (0 : ℝ) < k + 1 - y)]
      · have h' : (k : ℝ) + 1 < y := lt_of_not_ge fun h' => hy ⟨h, h'⟩
        nlinarith [mul_pos (sub_pos.2 h') (by linarith : (0 : ℝ) < y - k)]
    exact ⟨hlt.le, iff_of_false hlt.ne hy⟩
```

The first case, `y` in the closed cell, computes the fractional part separately at the right end and elsewhere, and finds equality in both. In the second case the strict inequality $s_k(y)>\tfrac14$ comes from
$$s_k(y)-\tfrac14=(y-k)(y-k-1),$$
whose factors have the same sign outside the cell. `nlinarith` receives the positive product on each side.

## What the density fixes

```lean
variable {μ : Measure Ω} {X : Fin N → Ω → ℝ}

/-- Uniform density alone fixes the summed mean cell energy to `N/12`. -/
theorem sum_mean_cellEnergy (hX : ∀ i, Measurable (X i)) (hd : HasUniformDensity μ X) :
    ∑ i, ∫ ω, cellEnergy (X i ω) ∂μ = N / 12 := by
  have hg := cellEnergy_bounded.1
  have hb := cellEnergy_bounded.2
  have hs : Measure.sum (fun i => μ.map (X i)) = volume.restrict (Icc (0 : ℝ) N) := by
    ext s hs
    rw [Measure.sum_apply _ hs, tsum_fintype, Measure.restrict_apply hs, ← hd s hs]
    exact Finset.sum_congr rfl fun i _ => Measure.map_apply (hX i) hs
  have hi : Integrable cellEnergy (Measure.sum fun i => μ.map (X i)) := by
    rw [hs]
    exact Integrable.of_bound hg.aestronglyMeasurable (1 / 4) (ae_of_all _ hb)
  have h := integral_sum_measure hi
  rw [tsum_fintype, hs, integral_Icc_eq_integral_Ioc,
    ← intervalIntegral.integral_of_le (Nat.cast_nonneg N)] at h
  have hI : ∀ a b : ℝ, IntervalIntegrable cellEnergy volume a b := fun a b =>
    ⟨Integrable.of_bound hg.aestronglyMeasurable (1 / 4) (ae_of_all _ hb),
      Integrable.of_bound hg.aestronglyMeasurable (1 / 4) (ae_of_all _ hb)⟩
  -- every unit cell contributes 1/12
  have hcell : ∀ n : ℕ, ∫ y in (0 : ℝ)..(n : ℝ), cellEnergy y = n / 12 := by
    intro n
    induction n with
    | zero => simp
    | succ n ih =>
      have h1 : ∫ y in (n : ℝ)..((n + 1 : ℕ) : ℝ), cellEnergy y
          = ∫ y in (n : ℝ)..((n + 1 : ℕ) : ℝ), (y - ((n : ℝ) + 1 / 2)) ^ 2 := by
        refine intervalIntegral.integral_congr fun y hy => (cellEnergy_le n y).2.2 ?_
        rw [uIcc_of_le (by push_cast; linarith)] at hy
        exact ⟨hy.1, by simpa using hy.2⟩
      rw [← intervalIntegral.integral_add_adjacent_intervals (hI 0 n) (hI n _), ih, h1,
        intervalIntegral.integral_comp_sub_right (fun y => y ^ 2) ((n : ℝ) + 1 / 2),
        integral_pow]
      push_cast
      ring
  rw [← hcell N, h]
  exact Finset.sum_congr rfl fun i _ =>
    (integral_map (hX i).aemeasurable hg.aestronglyMeasurable).symm
```

The step `hs` rewrites uniform density as an equality of measures: the laws of the $X_i$ add up to Lebesgue measure on the box. Integrating `cellEnergy` against both sides turns the sum of means into $\int_0^N c$. The step `hcell` evaluates this integral by induction on the number of cells. On each new cell it replaces $c$ by the explicit square, using the equality case of the previous lemma, and obtains $\tfrac1{12}$.

## The lower bound and its equality case

```lean
/-- Random particles with uniform density one on `[0, N]` have mean energy at least `N/6`, with
equality exactly when almost surely each particle `i` lies in cell `i`. -/
theorem uniform_density_bound [IsProbabilityMeasure μ] (hX : ∀ i, Measurable (X i))
    (hd : HasUniformDensity μ X) :
    (N : ℝ) / 6 ≤ ∫ ω, jelliumEnergy (fun i => X i ω) ∂μ ∧
      (∫ ω, jelliumEnergy (fun i => X i ω) ∂μ = N / 6 ↔
        ∀ᵐ ω ∂μ, ∀ i : Fin N, X i ω ∈ Icc (i : ℝ) (i + 1)) := by
  -- the density confines the particles to the box, so all energies are integrable
  have hbox : ∀ i, ∀ᵐ ω ∂μ, X i ω ∈ Icc (0 : ℝ) N := by
    refine fun i => ae_iff.2 ?_
    have h := hd (Icc (0 : ℝ) N)ᶜ measurableSet_Icc.compl
    rw [compl_inter_self, measure_empty, Finset.sum_eq_zero_iff] at h
    exact h i (Finset.mem_univ i)
  have hs : ∀ i : Fin N, Integrable (fun ω => siteEnergy i (X i ω)) μ := by
    intro i
    unfold siteEnergy
    refine Integrable.of_bound (((hX i).sub_const _).pow_const 2).aestronglyMeasurable
      (((N : ℝ) + 1) ^ 2) ?_
    filter_upwards [hbox i] with ω h
    have hi : (i : ℝ) + 1 ≤ N := by exact_mod_cast i.isLt
    have h0 : (0 : ℝ) ≤ (i : ℝ) := Nat.cast_nonneg _
    rw [Real.norm_eq_abs, abs_of_nonneg (sq_nonneg _)]
    exact sq_le_sq' (by linarith [h.1]) (by linarith [h.2])
  have hc : ∀ i, Integrable (fun ω => cellEnergy (X i ω)) μ := fun i =>
    Integrable.of_bound (cellEnergy_bounded.1.comp (hX i)).aestronglyMeasurable (1 / 4)
      (ae_of_all _ fun ω => cellEnergy_bounded.2 _)
  have h0 : ∀ i : Fin N, (0 : Ω → ℝ) ≤ fun ω => siteEnergy i (X i ω) - cellEnergy (X i ω) :=
    fun i ω => sub_nonneg.2 (cellEnergy_le i _).1
  have hp : ∀ i : Fin N, 0 ≤ ∫ ω, (siteEnergy i (X i ω) - cellEnergy (X i ω)) ∂μ :=
    fun i => integral_nonneg (h0 i)
  -- split off the part fixed by the density
  have hE : ∫ ω, jelliumEnergy (fun i => X i ω) ∂μ
      = N / 6 + ∑ i : Fin N, ∫ ω, (siteEnergy i (X i ω) - cellEnergy (X i ω)) ∂μ := by
    have h1 : ∫ ω, jelliumEnergy (fun i => X i ω) ∂μ
        = ∫ ω, ((N : ℝ) / 12 + ∑ i : Fin N, siteEnergy i (X i ω)) ∂μ := rfl
    rw [h1, integral_add (integrable_const _) (integrable_finsetSum _ fun i _ => hs i),
      integral_finsetSum _ fun i _ => hs i, integral_const, probReal_univ, one_smul,
      Finset.sum_congr rfl fun i _ => integral_sub (hs i) (hc i), Finset.sum_sub_distrib,
      sum_mean_cellEnergy hX hd]
    ring
  rw [hE, add_eq_left, Finset.sum_eq_zero_iff_of_nonneg fun i _ => hp i, ae_all_iff]
  refine ⟨le_add_of_nonneg_right (Finset.sum_nonneg fun i _ => hp i), ?_⟩
  simp only [Finset.mem_univ, true_imp_iff]
  refine forall_congr' fun i =>
    (integral_eq_zero_iff_of_nonneg (h0 i) ((hs i).sub (hc i))).trans
      ⟨fun h => ?_, fun h => ?_⟩
  · filter_upwards [h] with ω hω
    exact (cellEnergy_le i _).2.1 (sub_eq_zero.1 hω).symm
  · filter_upwards [h] with ω hω
    exact sub_eq_zero.2 ((cellEnergy_le i _).2.2 hω).symm
```

Here `μ` is a probability measure, the positions are measurable, and the summed density is uniform. Ordering is not assumed, so the bound on the harmonic expression holds for any labelling; it is a bound on the Coulomb energy when the particles are numbered from left to right. In the equality case the ordering comes for free, since particles confined to successive cells are ordered.

Confinement to the box is derived as well. In `hbox`, the region outside $[0,N]$ has expected particle number zero, so each particle avoids it almost surely. This bounds the site energies and makes them integrable. The step `hE` is the decomposition of $\langle E\rangle$ into $N/6$ plus the mean excesses, with `sum_mean_cellEnergy` supplying the second $N/12$.

The inequality is then immediate. For equality, a sum of nonnegative means vanishes only if each mean does, and `integral_eq_zero_iff_of_nonneg` turns a vanishing mean into a difference that is zero almost surely. The comparison lemma translates that into membership of the cell, while `ae_all_iff` moves between "almost surely for all $i$" and "for all $i$, almost surely".

## The floating crystal attains the bound

```lean
/-- The floating crystal, a unit-spaced lattice shifted by a uniform random `a` in `[0, 1]`,
has uniform density and mean energy exactly `N/6`. -/
theorem floating_crystal (N : ℕ) :
    HasUniformDensity (volume.restrict (Icc (0 : ℝ) 1)) (fun (i : Fin N) a => (i : ℝ) + a) ∧
      ∫ a in Icc (0 : ℝ) 1, jelliumEnergy (fun i : Fin N => (i : ℝ) + a) = N / 6 := by
  have hr : ∀ b : ℝ, volume.restrict (Icc (0 : ℝ) b) = volume.restrict (Ioc (0 : ℝ) b) :=
    fun b => Measure.restrict_congr_set Ioc_ae_eq_Icc.symm
  have hd : HasUniformDensity (volume.restrict (Icc (0 : ℝ) 1))
      (fun (i : Fin N) a => (i : ℝ) + a) := by
    intro s hs
    -- the cells tile the box
    have key : ∀ n : ℕ, ∑ k ∈ Finset.range n, volume (s ∩ Ioc (k : ℝ) (k + 1))
        = volume (s ∩ Ioc (0 : ℝ) n) := by
      intro n
      induction n with
      | zero => simp
      | succ n ih =>
        have hdis : Disjoint (s ∩ Ioc (0 : ℝ) n) (s ∩ Ioc (n : ℝ) (n + 1)) :=
          Set.disjoint_left.2 fun y hy hy' => absurd hy.2.2 (not_le.2 hy'.2.1)
        rw [Finset.sum_range_succ, ih, ← measure_union hdis (hs.inter measurableSet_Ioc),
          ← inter_union_distrib_left,
          Ioc_union_Ioc_eq_Ioc (Nat.cast_nonneg n) (by linarith)]
        push_cast
        rfl
    have hN : volume (s ∩ Icc (0 : ℝ) N) = volume (s ∩ Ioc (0 : ℝ) N) := by
      have h := congrArg (fun ν : Measure ℝ => ν s) (hr N)
      simpa only [Measure.restrict_apply hs] using h
    rw [hN, ← key N,
      ← Fin.sum_univ_eq_sum_range (fun k : ℕ => volume (s ∩ Ioc (k : ℝ) (k + 1))) N]
    -- particle i sweeps cell i uniformly
    refine Finset.sum_congr rfl fun i _ => ?_
    have hmeas : Measurable fun a : ℝ => (i : ℝ) + a := by fun_prop
    rw [hr, Measure.restrict_apply (hmeas hs),
      ← measure_preimage_add volume (i : ℝ) (s ∩ Ioc (i : ℝ) (i + 1))]
    congr 1
    ext a
    simp
  have : IsProbabilityMeasure (volume.restrict (Icc (0 : ℝ) 1)) := ⟨by simp⟩
  refine ⟨hd, (uniform_density_bound (fun i => by fun_prop) hd).2.2 ?_⟩
  filter_upwards [ae_restrict_mem measurableSet_Icc] with a ha i
  exact ⟨by linarith [ha.1], by linarith [ha.2]⟩

end

end UniformDensityJellium
```

The sample space is now the real line with Lebesgue measure restricted to $[0,1]$, and the sample point `a` is the shift itself. The step `key` shows by induction that the lengths of a region inside the successive cells add up to its length inside the box. It uses half-open cells, which are disjoint; the endpoints have length zero. Translation invariance, `measure_preimage_add`, then identifies the distribution of $i+a$ with uniform measure on cell $i$.

The energy needs no further integration. Since $i+a$ lies in $[i,i+1]$ for every $a\in[0,1]$, the equality case of `uniform_density_bound` gives $N/6$.

```lean
#print axioms UniformDensityJellium.crystal_minimum
#print axioms UniformDensityJellium.uniform_density_bound
#print axioms UniformDensityJellium.floating_crystal
```

```
'UniformDensityJellium.crystal_minimum' depends on axioms: [propext, Classical.choice, Quot.sound]
'UniformDensityJellium.uniform_density_bound' depends on axioms: [propext, Classical.choice, Quot.sound]
'UniformDensityJellium.floating_crystal' depends on axioms: [propext, Classical.choice, Quot.sound]
```
